# An idempotent matrix is Hermitian exactly when it never increases the norm

Let $P$ be a complex square matrix with $P^2=P$, and let $P^\dagger$ be its conjugate transpose. Then $P^\dagger=P$ if and only if $\|Px\|\le\|x\|$ for every vector $x$, where $\|x\|^2=\sum_i|x_i|^2$.

## Physical setting

A state is a vector $x$ of amplitudes $x_i$ in an orthonormal basis, and $\sum_i|x_i|^2$ is its total probability. An ideal filter acts as a linear map $P$ whose second application changes nothing, $P(Px)=Px$; this property alone does not make $P$ Hermitian. For a pure state and a single idealised yes/no measurement, $\|Px\|^2$ is read as the probability of passing when $\|x\|=1$, and the result says that this number stays at or below one for every normalised state only if $P$ is Hermitian, that is, an orthogonal projection.

## Statement

Let $E$ be a complex inner product space, with $\langle\cdot,\cdot\rangle$ conjugate-linear in the first slot and $\|x\|^2=\langle x,x\rangle$. Let $P:E\to E$ be linear and idempotent. Call $P$ symmetric if $\langle Px,y\rangle=\langle x,Py\rangle$ for all $x,y$, and put $R=1-2P$.

1. $P$ is symmetric if and only if $\|Px\|\le\|x\|$ for all $x$.
2. $P$ is symmetric if and only if $\|Rx\|=\|x\|$ for all $x$.
3. An idempotent matrix $P$ is Hermitian if and only if $\|Px\|\le\|x\|$ for all $x$, and if and only if $\sum_i|(Px)_i|^2\le\sum_i|x_i|^2$ for all $x$.

## Derivation

*Step 1: symmetric implies contracting.* Symmetry and idempotence give
$$\langle Px,\,y-Py\rangle=\langle x,\,P(y-Py)\rangle=\langle x,\,Py-Py\rangle=0 .$$
With $y=x$, the cross term in the squared norm of $x=Px+(x-Px)$ vanishes, so
$$\|x\|^2=\|Px\|^2+\|x-Px\|^2\ge\|Px\|^2 .$$

*Step 2: a criterion for orthogonality.* Let $u,w\in E$ satisfy $\|u\|\le\|u+tw\|$ for all complex $t$. Put $c=\langle w,u\rangle$, so that $\langle u,w\rangle=\bar c$, and take $t=-sc$ with $s$ real. Then $\langle u,tw\rangle=-s|c|^2$ and
$$0\le\|u+tw\|^2-\|u\|^2=-2s|c|^2+s^2|c|^2\|w\|^2 .$$
Choose $s=1/(\|w\|^2+1)$, which is positive and is defined also for $w=0$. Then $s\|w\|^2=1-s$, and the right side equals $-2s|c|^2+s|c|^2(1-s)=-s(1+s)|c|^2$. This is negative unless $c=0$, so $\langle w,u\rangle=0$.

*Step 3: contracting implies symmetric.* Idempotence gives $P\bigl(Px+t(y-Py)\bigr)=Px$. The contraction applied to this vector reads $\|Px\|\le\|Px+t(y-Py)\|$ for all $t$, and step 2 yields $\langle y-Py,\,Px\rangle=0$ for all $x,y$. Conjugating gives $\langle Px,y\rangle=\langle Px,Py\rangle$. Exchanging $x$ and $y$ instead gives $\langle x,Py\rangle=\langle Px,Py\rangle$. Hence $\langle Px,y\rangle=\langle x,Py\rangle$.

*Step 4: the reflection.* Write $Rx=(x-Px)-Px$. For symmetric $P$ the two terms are orthogonal, so $\|Rx\|^2=\|x-Px\|^2+\|Px\|^2=\|x\|^2$. Conversely, $2Px=x-Rx$, so $2\|Px\|\le\|x\|+\|Rx\|=2\|x\|$, and step 3 applies.

*Step 5: matrices.* With $\langle x,y\rangle=\sum_i\bar x_iy_i$, the map $x\mapsto Px$ is symmetric exactly when $P^\dagger=P$. Squaring an inequality between non-negative norms gives the probability form.

*Two examples* on vectors $(x_0,x_1)$. The matrix with rows $(1,2)$ and $(0,0)$ is idempotent and not Hermitian; it sends the normalised state $(0,1)$ to $(2,0)$, of total probability $4$. The matrix with all entries $1/2$ is idempotent and Hermitian; it sends $(1,0)$ to $(1/2,1/2)$, of total probability $1/2$, which normalises to $(1,1)/\sqrt2$.

## What the formal version assumes

The space `E` carries `NormedAddCommGroup E` and `InnerProductSpace ℂ E`; neither finite dimension nor completeness is required. The operator `P : E →ₗ[ℂ] E` is linear and defined on all of `E`, with no continuity hypothesis. Mathlib's `inner ℂ` is conjugate-linear in its first argument, as in bra–ket notation. Idempotence is the hypothesis `hP`, and "orthogonal projection" is expressed as `P.IsSymmetric` together with it. Claims 1 and 2 are `isSymmetric_iff_norm_le` and `isSymmetric_iff_reflection_norm`, where `reflection P` is $1-2P$. Claim 2 concerns norm preservation and is stated for operators on `E`, with no separate matrix version.

For matrices, `n` is any finite index type, `hP` is `P * P = P`, and `P.IsHermitian` means $P^\dagger=P$. In `isHermitian_iff_norm_le` the matrix acts on `EuclideanSpace ℂ n` through `toEuclideanLin`. In `isHermitian_iff_totalProb_le` it acts on plain coefficient vectors as `P *ᵥ x`, and `totalProb x` is $\sum_i|x_i|^2$. Both range over all vectors, normalised or not. The sum of squared moduli is the squared norm of the state only in an orthonormal basis, so a basis with a non-trivial overlap matrix is not described by these two theorems. The Born rule and the state update are interpretation; density matrices and generalised measurements do not appear.

The next two observations are argued here only and have no theorem in the file.

Without idempotence both directions fail already for $1\times1$ matrices. The matrix $(2)$ is Hermitian and doubles every norm. The matrix with the imaginary unit as its entry preserves every norm and is not Hermitian.

The choice of type for $x$ matters. On `n → ℂ` Mathlib's norm is $\max_i|x_i|$, and with that norm the matrix statement is false: the matrix with rows $(1,0)$ and $(1,0)$ is idempotent and not Hermitian, yet it maps $(x_0,x_1)$ to $(x_0,x_0)$ and never increases the largest modulus. Its total probability does rise, from $1$ to $2$ on $(1,0)$.

## The Lean file

```lean
import Mathlib

open Matrix ComplexConjugate

namespace ContractiveProjection

noncomputable section

section InnerProduct

variable {E : Type*} [NormedAddCommGroup E] [InnerProductSpace ℂ E]

/-- The reflection `R = 1 - 2P` built from an operator `P`. -/
def reflection (P : E →ₗ[ℂ] E) : E →ₗ[ℂ] E := LinearMap.id - (2 : ℂ) • P

/-- For a symmetric idempotent `P`, every projected state `P x` is orthogonal to every
remainder `y - P y`. -/
theorem range_orthogonal (P : E →ₗ[ℂ] E) (hP : ∀ x, P (P x) = P x) (hs : P.IsSymmetric)
    (x y : E) : inner ℂ (P x) (y - P y) = 0 := by
  rw [hs x (y - P y), map_sub, hP y, sub_self, inner_zero_right]

/-- For a symmetric idempotent `P`, the squared norms of `P x` and of `x - P x` add up to
the squared norm of `x`. -/
theorem norm_sq_split (P : E →ₗ[ℂ] E) (hP : ∀ x, P (P x) = P x) (hs : P.IsSymmetric)
    (x : E) : ‖x‖ ^ 2 = ‖P x‖ ^ 2 + ‖x - P x‖ ^ 2 := by
  have h := norm_add_sq (𝕜 := ℂ) (P x) (x - P x)
  rw [range_orthogonal P hP hs x x, add_sub_cancel] at h
  simpa using h

/-- If no complex multiple of `w` added to `u` shortens `u`, then `w` is orthogonal
to `u`. -/
theorem inner_eq_zero_of_norm_le (u w : E) (h : ∀ t : ℂ, ‖u‖ ≤ ‖u + t • w‖) :
    inner ℂ w u = 0 := by
  obtain ⟨c, hc⟩ : ∃ c : ℂ, c = inner ℂ w u := ⟨_, rfl⟩
  have hc' : inner ℂ u w = conj c := by rw [hc, inner_conj_symm]
  -- expand the squared norm at t = -s c
  have key : ∀ s : ℝ, 0 ≤ -2 * s * ‖c‖ ^ 2 + s ^ 2 * ‖c‖ ^ 2 * ‖w‖ ^ 2 := by
    intro s
    have h1 := pow_le_pow_left₀ (norm_nonneg _) (h (-(s : ℂ) * c)) 2
    have h2 : (inner ℂ u ((-(s : ℂ) * c) • w)).re = -s * ‖c‖ ^ 2 := by
      rw [inner_smul_right, hc', mul_assoc, Complex.mul_conj, ← Complex.normSq_eq_norm_sq]
      simp
    have h3 := norm_add_sq (𝕜 := ℂ) u ((-(s : ℂ) * c) • w)
    rw [RCLike.re_to_complex, h2, norm_smul, norm_mul, norm_neg, Complex.norm_real,
      Real.norm_eq_abs, mul_pow, mul_pow, sq_abs] at h3
    nlinarith
  rw [← hc]
  by_contra hne
  have hC : 0 < ‖c‖ ^ 2 := pow_pos (norm_pos_iff.mpr hne) 2
  -- for small s the negative linear term wins
  obtain ⟨s, hs, hs1⟩ : ∃ s : ℝ, 0 < s ∧ s * (‖w‖ ^ 2 + 1) = 1 :=
    ⟨1 / (‖w‖ ^ 2 + 1), by positivity, by field_simp⟩
  have h4 : s ^ 2 * ‖c‖ ^ 2 * ‖w‖ ^ 2 = s * ‖c‖ ^ 2 * (1 - s) := by
    linear_combination (s * ‖c‖ ^ 2) * hs1
  nlinarith [key s, mul_pos hs hC, mul_pos hs (mul_pos hs hC)]

/-- An idempotent operator on a complex inner product space is symmetric if and only if it
never increases the norm of a state. -/
theorem isSymmetric_iff_norm_le (P : E →ₗ[ℂ] E) (hP : ∀ x, P (P x) = P x) :
    P.IsSymmetric ↔ ∀ x, ‖P x‖ ≤ ‖x‖ := by
  constructor
  · intro hs x
    refine (sq_le_sq₀ (norm_nonneg _) (norm_nonneg _)).mp ?_
    have h := norm_sq_split P hP hs x
    nlinarith [sq_nonneg ‖x - P x‖]
  · intro h
    -- P sends P x + t (y - P y) to P x, so the remainder is orthogonal to the range
    have orth : ∀ x y, inner ℂ (y - P y) (P x) = 0 := by
      intro x y
      apply inner_eq_zero_of_norm_le
      intro t
      have h1 := h (P x + t • (y - P y))
      rwa [map_add, map_smul, map_sub, hP x, hP y, sub_self, smul_zero, add_zero] at h1
    intro x y
    have h1 := orth y x
    have h2 : inner ℂ (P x) (y - P y) = 0 := inner_eq_zero_symm.mp (orth x y)
    rw [inner_sub_left] at h1
    rw [inner_sub_right] at h2
    linear_combination h2 - h1

/-- An idempotent operator `P` is symmetric if and only if the reflection `1 - 2P`
preserves the norm of every state. -/
theorem isSymmetric_iff_reflection_norm (P : E →ₗ[ℂ] E) (hP : ∀ x, P (P x) = P x) :
    P.IsSymmetric ↔ ∀ x, ‖reflection P x‖ = ‖x‖ := by
  have hR : ∀ x, reflection P x = (x - P x) - P x := by
    intro x
    simp [reflection, two_smul, sub_sub]
  constructor
  · intro hs x
    refine (sq_eq_sq₀ (norm_nonneg _) (norm_nonneg _)).mp ?_
    have h0 : inner ℂ (x - P x) (P x) = 0 :=
      inner_eq_zero_symm.mp (range_orthogonal P hP hs x x)
    have h1 := norm_sub_sq (𝕜 := ℂ) (x - P x) (P x)
    rw [h0, map_zero] at h1
    rw [hR, h1, norm_sq_split P hP hs x]
    ring
  · intro h
    rw [isSymmetric_iff_norm_le P hP]
    intro x
    -- 2 P x = x - R x and the triangle inequality
    have e : P x + P x = x - reflection P x := by
      rw [hR]
      abel
    have h2 : ‖P x + P x‖ = 2 * ‖P x‖ := by
      rw [← two_smul ℂ (P x), norm_smul]
      simp
    have h3 := norm_sub_le x (reflection P x)
    rw [← e, h2, h x] at h3
    linarith

end InnerProduct

variable {n : Type*} [Fintype n] [DecidableEq n]

/-- Total probability `∑ |xᵢ|²` carried by a vector of amplitudes. -/
def totalProb (x : n → ℂ) : ℝ := ∑ i, ‖x i‖ ^ 2

/-- An idempotent complex matrix is Hermitian if and only if `‖P x‖ ≤ ‖x‖` for all `x`
in the Euclidean norm. -/
theorem isHermitian_iff_norm_le (P : Matrix n n ℂ) (hP : P * P = P) :
    P.IsHermitian ↔ ∀ x : EuclideanSpace ℂ n, ‖toEuclideanLin P x‖ ≤ ‖x‖ := by
  have hsym : P.IsHermitian ↔ (toEuclideanLin P).IsSymmetric :=
    Matrix.isSymmetric_toEuclideanLin_iff.symm
  rw [hsym]
  apply isSymmetric_iff_norm_le
  intro x
  show WithLp.toLp 2 (P *ᵥ (P *ᵥ x.ofLp)) = WithLp.toLp 2 (P *ᵥ x.ofLp)
  rw [Matrix.mulVec_mulVec, hP]

/-- An idempotent complex matrix is Hermitian if and only if it never increases the total
probability of a vector of amplitudes. -/
theorem isHermitian_iff_totalProb_le (P : Matrix n n ℂ) (hP : P * P = P) :
    P.IsHermitian ↔ ∀ x, totalProb (P *ᵥ x) ≤ totalProb x := by
  have hn : ∀ x : n → ℂ,
      totalProb x = ‖(WithLp.toLp 2 x : EuclideanSpace ℂ n)‖ ^ 2 := by
    intro x
    rw [EuclideanSpace.norm_eq, Real.sq_sqrt (Finset.sum_nonneg fun _ _ => sq_nonneg _)]
    rfl
  rw [isHermitian_iff_norm_le P hP]
  constructor
  · intro h x
    rw [hn (P *ᵥ x), hn x]
    exact pow_le_pow_left₀ (norm_nonneg _) (h (WithLp.toLp 2 x)) 2
  · intro h x
    have h1 := h x.ofLp
    rw [hn (P *ᵥ x.ofLp), hn x.ofLp] at h1
    exact (sq_le_sq₀ (norm_nonneg _) (norm_nonneg _)).mp h1

/-- The two-level matrix with rows `(1, 2)` and `(0, 0)`. -/
def obliqueProj : Matrix (Fin 2) (Fin 2) ℂ := !![1, 2; 0, 0]

/-- The two-level matrix with all entries `1/2`. -/
def plusProj : Matrix (Fin 2) (Fin 2) ℂ := !![1 / 2, 1 / 2; 1 / 2, 1 / 2]

/-- `obliqueProj` is idempotent, not Hermitian, and raises the total probability of the
state `(0, 1)` from 1 to 4. -/
theorem oblique_witness : obliqueProj * obliqueProj = obliqueProj ∧
    ¬ obliqueProj.IsHermitian ∧ totalProb (![0, 1] : Fin 2 → ℂ) = 1 ∧
    totalProb (obliqueProj *ᵥ ![0, 1]) = 4 := by
  refine ⟨?_, ?_, ?_, ?_⟩
  · ext i j
    fin_cases i <;> fin_cases j <;>
      simp [obliqueProj, Matrix.mul_apply, Fin.sum_univ_succ]
  · intro h
    have h1 := h.apply 0 1
    norm_num [obliqueProj] at h1
  · simp [totalProb, Fin.sum_univ_succ]
  · have h1 : obliqueProj *ᵥ ![0, 1] = ![2, 0] := by
      ext i
      fin_cases i <;> simp [obliqueProj, Matrix.mulVec, dotProduct, Fin.sum_univ_succ]
    rw [h1]
    norm_num [totalProb, Fin.sum_univ_succ]

/-- `plusProj` is idempotent and Hermitian, never increases total probability, and takes
the state `(1, 0)` to total probability `1/2`. -/
theorem orthogonal_witness : plusProj * plusProj = plusProj ∧ plusProj.IsHermitian ∧
    (∀ x, totalProb (plusProj *ᵥ x) ≤ totalProb x) ∧
    totalProb (plusProj *ᵥ ![1, 0]) = 1 / 2 := by
  have h1 : plusProj * plusProj = plusProj := by
    ext i j
    fin_cases i <;> fin_cases j <;>
      simp [plusProj, Matrix.mul_apply, Fin.sum_univ_succ] <;> norm_num
  have h2 : plusProj.IsHermitian := by
    show plusProjᴴ = plusProj
    ext i j
    fin_cases i <;> fin_cases j <;> simp [plusProj, Matrix.conjTranspose_apply]
  refine ⟨h1, h2, (isHermitian_iff_totalProb_le _ h1).mp h2, ?_⟩
  have h3 : plusProj *ᵥ ![1, 0] = ![1 / 2, 1 / 2] := by
    ext i
    fin_cases i <;> simp [plusProj, Matrix.mulVec, dotProduct, Fin.sum_univ_succ]
  rw [h3]
  norm_num [totalProb, Fin.sum_univ_succ]

end

end ContractiveProjection
```

```lean
#print axioms ContractiveProjection.isSymmetric_iff_reflection_norm
-- 'ContractiveProjection.isSymmetric_iff_reflection_norm' depends on axioms: [propext, Classical.choice, Quot.sound]
#print axioms ContractiveProjection.isHermitian_iff_norm_le
-- 'ContractiveProjection.isHermitian_iff_norm_le' depends on axioms: [propext, Classical.choice, Quot.sound]
#print axioms ContractiveProjection.isHermitian_iff_totalProb_le
-- 'ContractiveProjection.isHermitian_iff_totalProb_le' depends on axioms: [propext, Classical.choice, Quot.sound]
```

## Notes on the proof

`range_orthogonal` is the first display of step 1: `hs` moves $P$ into the second slot, and `map_sub` with `hP y` reduces that slot to zero. `norm_sq_split` expands the squared norm of $Px+(x-Px)$ by `norm_add_sq` and removes the cross term.

`inner_eq_zero_of_norm_le` is step 2. Inside `key`, `h1` is the squared hypothesis at $t=-sc$, `h2` evaluates the real part of $\langle u,tw\rangle$ as $-s|c|^2$, and `h3` is the expansion. The proof then assumes $c\ne0$ and introduces $s$ through $s>0$ and $s(\|w\|^2+1)=1$. The identity `h4` rewrites the quadratic term as $s|c|^2(1-s)$, and the closing `nlinarith` contradicts `key s` using the positivity of $s|c|^2$ and $s^2|c|^2$.

In `isSymmetric_iff_norm_le` the forward direction squares the inequality and discards $\|x-Px\|^2$. In the converse, `orth` applies the contraction to `P x + t • (y - P y)`, and the `rwa` chain reduces its image to $Px$. The two relations of step 3 are `h1`, from `orth y x`, and `h2`, from `orth x y` with the slots exchanged; `linear_combination h2 - h1` eliminates $\langle Px,Py\rangle$.

`isSymmetric_iff_reflection_norm` follows step 4. `hR` is the decomposition of $Rx$, `norm_sub_sq` expands it, and in the converse `e` is $2Px=x-Rx$ while `norm_sub_le` is the triangle inequality.

`isHermitian_iff_norm_le` passes from Hermitian matrix to symmetric map by `Matrix.isSymmetric_toEuclideanLin_iff`, and from `P * P = P` to idempotence of the map by `Matrix.mulVec_mulVec`. In `isHermitian_iff_totalProb_le`, `hn` identifies `totalProb x` with the squared Euclidean norm.

`oblique_witness` computes entry by entry; `h.apply 0 1` would force the conjugate of the entry $0$ in row 1, column 0 to equal the entry $2$ in row 0, column 1. `orthogonal_witness` checks idempotence and hermiticity of `plusProj` entrywise and obtains its bound for all $x$ from `isHermitian_iff_totalProb_le`.
